# Thermal Wick pairing of four operators from one eigenoperator with scalar anticommutators

## Two-body averages of independent fermions

Take non-interacting fermions in a finite set of orbitals $p$ with energies $\varepsilon_p$, creation and annihilation operators $\hat c_p^\dagger,\hat c_p$, and Hamiltonian $H=\sum_p\varepsilon_p \hat c_p^\dagger \hat c_p$. At inverse temperature $b$, with traces taken over the states of every particle number, an operator $Y$ has the average
$$\langle Y\rangle=\frac{\operatorname{tr}(e^{-bH}Y)}{Z},\qquad Z=\operatorname{tr}e^{-bH}.$$
The first-order effect of the electron repulsion requires averages such as $\langle \hat c_p^\dagger \hat c_q^\dagger \hat c_s\hat c_r\rangle$, and the question is when these reduce to products of pair averages. Two algebraic facts are available. First, $[H,\hat c_p^\dagger]=\varepsilon_p\hat c_p^\dagger$ and $[H,\hat c_p]=-\varepsilon_p\hat c_p$. Second, all anticommutators among these operators are numbers.

## The pairing formula

Call $X$ an eigenoperator of frequency $w$ if $[H,X]=wX$ with $w$ real; such an $X$ sends a state of energy $\lambda$ to one of energy $\lambda+w$, or to zero. Let $H$ be a Hermitian matrix of positive size, $b$ real, $X_1$ an eigenoperator, and $X_1X_k+X_kX_1=\gamma_k\mathbb 1$ with complex numbers $\gamma_k$ for $k=2,3,4$. Then
$$\langle X_1X_2X_3X_4\rangle=\langle X_1X_2\rangle\langle X_3X_4\rangle-\langle X_1X_3\rangle\langle X_2X_4\rangle+\langle X_1X_4\rangle\langle X_2X_3\rangle .$$
Nothing further is asked of $X_2,X_3,X_4$, so the case where all four are eigenoperators with scalar anticommutators is included. For a non-interacting, number-conserving Hamiltonian in a finite orbital basis, traced over all particle numbers and not at a fixed number, the formula splits $\langle \hat c_p^\dagger \hat c_q^\dagger \hat c_s\hat c_r\rangle$ into the direct and exchange products of one-particle densities that appear in finite-temperature Hartree–Fock theory.

## Carrying $X_1$ once around the trace

Write $X$ for an eigenoperator of frequency $w$.

1. With $E=e^{-bH/2}$, Hermitian and invertible, $Z=\operatorname{tr}(E^\dagger E)=\sum_{ij}|E_{ij}|^2\neq0$. Hence $\langle\mathbb 1\rangle=1$.
2. From $XH=(H-w)X$ follows $X(-bH)=(-bH+bw)X$. The same holds for every power, and summing the exponential series gives $Xe^{-bH}=e^{bw}e^{-bH}X$.
3. Cyclicity of the trace gives $\operatorname{tr}(e^{-bH}YX)=\operatorname{tr}(Xe^{-bH}Y)=e^{bw}\operatorname{tr}(e^{-bH}XY)$, so $\langle YX\rangle=e^{bw}\langle XY\rangle$ for every $Y$.
4. Averaging $XY+YX=\gamma\mathbb 1$ gives $(1+e^{bw})\langle XY\rangle=\gamma$.
5. Move $X_1$ to the right, one anticommutator at a time:
$$\begin{aligned}X_1X_2X_3X_4&=\gamma_2X_3X_4-X_2X_1X_3X_4\\&=\gamma_2X_3X_4-\gamma_3X_2X_4+X_2X_3X_1X_4\\&=\gamma_2X_3X_4-\gamma_3X_2X_4+\gamma_4X_2X_3-X_2X_3X_4X_1 .\end{aligned}$$
6. By step 3 the last term averages to $-e^{bw}\langle X_1X_2X_3X_4\rangle$, so
$$(1+e^{bw})\langle X_1X_2X_3X_4\rangle=\gamma_2\langle X_3X_4\rangle-\gamma_3\langle X_2X_4\rangle+\gamma_4\langle X_2X_3\rangle .$$
Insert $\gamma_k=(1+e^{bw})\langle X_1X_k\rangle$ from step 4 and cancel $1+e^{bw}$, which is positive because $bw$ is real.

For $m$ operators $Y_0,\dots,Y_{m-1}$ with $XY_k+Y_kX=\gamma_k\mathbb 1$, step 5 reads
$$XY_0\cdots Y_{m-1}=\sum_{k=0}^{m-1}(-1)^k\gamma_k\prod_{j\ne k}Y_j+(-1)^mY_0\cdots Y_{m-1}X,$$
with products kept in order. When $m$ is odd, step 6 goes through unchanged:
$$\langle XY_0\cdots Y_{m-1}\rangle=\sum_{k=0}^{m-1}(-1)^k\langle XY_k\rangle\Big\langle\prod_{j\neq k}Y_j\Big\rangle .$$

## Matrices, lists and hypotheses in Lean

Operators are complex matrices over a finite index type `n` that labels a basis of the many-body space; `[Nonempty n]` makes its dimension at least one. `gibbs H b` is $e^{-bH}$ and `avg H b Y` is $\langle Y\rangle$. The number `b` may have either sign or vanish, and for fermion creation and annihilation operators the trace runs over all particle numbers, so the ensemble is grand-canonical; a chemical potential $\mu$ enters by reading $H$ as already containing $-\mu N$, with $N$ the particle number. `IsEigenOp H w X` fixes the sign convention $HX-XH=wX$. `ScalarAnticomm X Y` says that $XY+YX$ is a complex multiple of the identity, which is the part of the fermionic anticommutation relations that the proof uses (the value of the multiple is left free, so the condition is weaker than those relations); the code calls that multiple `c`.

`wick_four` is the pairing formula. `wick_recursion` is the odd-$m$ recursion: `l` lists $Y_0,\dots,Y_{m-1}$, `l.getD k 0` is $Y_k$, and `(l.eraseIdx k).prod` is the ordered product without it. `wick_four_sum` lets $X_1$ be a finite sum of eigenoperators `A a` with separate frequencies `w a`, each with scalar anticommutators against $X_2,X_3,X_4$; this fits an atomic-orbital operator expanded in the eigenmodes of $H$. `mode_witness` confirms the hypotheses for one mode of energy $\varepsilon$ (`e`), with `ann` and `cre` as $\hat c,\hat c^\dagger$ at frequencies $-\varepsilon$ and $\varepsilon$.

The eigenoperator and anticommutator relations are assumed, and they are derived only for that single mode; a many-orbital Fock space is not built. The recursion removes one contracted pair at a time, and the closed sum over all pairings that Wick's name usually denotes is established for four operators. Time ordering, bosons and infinite dimension are absent.

```lean
import Mathlib

open Matrix Finset
open scoped ComplexOrder

namespace ThermalWick

noncomputable section

variable {n : Type*} [Fintype n] [DecidableEq n]

/-- The Boltzmann operator `exp(-bH)`. -/
def gibbs (H : Matrix n n ℂ) (b : ℝ) : Matrix n n ℂ := NormedSpace.exp ((-(b : ℂ)) • H)

/-- The thermal average `⟨Y⟩ = tr(exp(-bH) Y) / tr exp(-bH)`. -/
def avg (H : Matrix n n ℂ) (b : ℝ) (Y : Matrix n n ℂ) : ℂ :=
  trace (gibbs H b * Y) / trace (gibbs H b)

/-- `X` obeys `[H, X] = w X` with a real frequency `w`. -/
def IsEigenOp (H : Matrix n n ℂ) (w : ℝ) (X : Matrix n n ℂ) : Prop :=
  H * X - X * H = (w : ℂ) • X

/-- The anticommutator `XY + YX` is a multiple of the identity. -/
def ScalarAnticomm (X Y : Matrix n n ℂ) : Prop := ∃ c : ℂ, X * Y + Y * X = c • 1

/-- The partition function of a Hermitian `H` of positive size does not vanish. -/
theorem partition_ne_zero [Nonempty n] {H : Matrix n n ℂ} (hH : H.IsHermitian) (b : ℝ) :
    trace (gibbs H b) ≠ 0 := by
  intro h0
  obtain ⟨s, hs1, hs2⟩ : ∃ s : ℂ, star s = s ∧ s + s = -(b : ℂ) :=
    ⟨((-(b / 2) : ℝ) : ℂ), Complex.conj_ofReal _, by push_cast; ring⟩
  -- exp(-bH) = Eᴴ E with E = exp(-bH/2)
  have hE : (NormedSpace.exp (s • H))ᴴ = NormedSpace.exp (s • H) := by
    rw [← Matrix.exp_conjTranspose, conjTranspose_smul, hH.eq, hs1]
  have hG : gibbs H b = (NormedSpace.exp (s • H))ᴴ * NormedSpace.exp (s • H) := by
    unfold gibbs
    rw [hE, ← Matrix.exp_add_of_commute _ _ (Commute.refl _), ← add_smul, hs2]
  rw [hG] at h0
  have hz := Matrix.trace_conjTranspose_mul_self_eq_zero_iff.mp h0
  -- E is invertible, so it is not zero
  have h1 := Matrix.exp_add_of_commute (s • H) (-(s • H)) (Commute.refl _).neg_right
  rw [add_neg_cancel, NormedSpace.exp_zero, hz, zero_mul] at h1
  exact one_ne_zero h1

/-- The thermal average is complex-linear in the operator. -/
theorem avg_isLinear (H : Matrix n n ℂ) (b : ℝ) : IsLinearMap ℂ (avg H b) where
  map_add X Y := by simp only [avg, Matrix.mul_add, trace_add, add_div]
  map_smul c X := by simp only [avg, Matrix.mul_smul, trace_smul, smul_eq_mul, mul_div_assoc]

open scoped Matrix.Norms.Operator in
/-- If `[H, X] = w X` then `X exp(-bH) = exp(bw) exp(-bH) X`. -/
theorem eigen_mul_gibbs {H X : Matrix n n ℂ} {w : ℝ} (hX : IsEigenOp H w X) (b : ℝ) :
    X * gibbs H b = (Real.exp (b * w) : ℂ) • (gibbs H b * X) := by
  have h : H * X - X * H = (w : ℂ) • X := hX
  have hXH : X * H = H * X - (w : ℂ) • X := by rw [← h]; abel
  -- X (-bH) = (-bH + bw) X, and this relation exponentiates
  have hs : SemiconjBy X ((-(b : ℂ)) • H)
      ((-(b : ℂ)) • H + ((b * w : ℝ) : ℂ) • (1 : Matrix n n ℂ)) := by
    unfold SemiconjBy
    simp only [mul_smul_comm, add_mul, smul_mul_assoc, one_mul, hXH, Complex.ofReal_mul]
    module
  have he : X * gibbs H b = NormedSpace.exp
      ((-(b : ℂ)) • H + ((b * w : ℝ) : ℂ) • (1 : Matrix n n ℂ)) * X := hs.exp_right
  have hsc : ∀ s : ℂ, NormedSpace.exp (s • (1 : Matrix n n ℂ)) = Complex.exp s • 1 := by
    intro s
    rw [smul_one_eq_diagonal, smul_one_eq_diagonal, Matrix.exp_diagonal]
    congr 1
    funext i
    rw [Pi.coe_exp, Complex.exp_eq_exp_ℂ]
  rw [he, Matrix.exp_add_of_commute _ _ ((Commute.one_right _).smul_right _), hsc,
    mul_smul_comm, mul_one, smul_mul_assoc, Complex.ofReal_exp]
  rfl

/-- If `[H, X] = w X` then `⟨Y X⟩ = exp(bw) ⟨X Y⟩` for every operator `Y`. -/
theorem avg_cycle {H X : Matrix n n ℂ} {w : ℝ} (hX : IsEigenOp H w X) (b : ℝ)
    (Y : Matrix n n ℂ) : avg H b (Y * X) = (Real.exp (b * w) : ℂ) * avg H b (X * Y) := by
  have h : trace (gibbs H b * (Y * X))
      = (Real.exp (b * w) : ℂ) * trace (gibbs H b * (X * Y)) := by
    calc trace (gibbs H b * (Y * X)) = trace (X * gibbs H b * Y) := by
          rw [← Matrix.mul_assoc, trace_mul_comm, ← Matrix.mul_assoc]
      _ = _ := by
          rw [eigen_mul_gibbs hX, smul_mul_assoc, trace_smul, smul_eq_mul, Matrix.mul_assoc]
  unfold avg
  rw [h, mul_div_assoc]

/-- The pair contraction: for Hermitian `H` of positive size, if `[H, X] = w X` and `XY + YX = c •
1`, then `(1 + exp(bw)) ⟨X Y⟩ = c`. -/
theorem avg_pair [Nonempty n] {H X Y : Matrix n n ℂ} (hH : H.IsHermitian) (b : ℝ) {w : ℝ}
    (hX : IsEigenOp H w X) {c : ℂ} (hc : X * Y + Y * X = c • 1) :
    (1 + (Real.exp (b * w) : ℂ)) * avg H b (X * Y) = c := by
  have h1 : avg H b 1 = 1 := by
    unfold avg
    rw [Matrix.mul_one, div_self (partition_ne_zero hH b)]
  have h := congrArg (avg H b) hc
  rw [(avg_isLinear H b).map_add, (avg_isLinear H b).map_smul, h1, avg_cycle hX b Y,
    smul_eq_mul] at h
  linear_combination h

/-- Moving `X` through a product of `m` operators `Y_k` with `X Y_k + Y_k X = c(Y_k)` gives
`∑ₖ (-1)^k c(Y_k)` times the product without `Y_k`, plus `(-1)^m` times the product times `X`. -/
theorem anticommute_through (X : Matrix n n ℂ) (l : List (Matrix n n ℂ))
    (c : Matrix n n ℂ → ℂ) (h : ∀ Y ∈ l, X * Y + Y * X = c Y • 1) :
    X * l.prod = ∑ k ∈ range l.length, ((-1 : ℂ) ^ k * c (l.getD k 0)) • (l.eraseIdx k).prod
      + (-1 : ℂ) ^ l.length • (l.prod * X) := by
  induction l with
  | nil => simp
  | cons Y t ih =>
    have hY : X * Y = c Y • 1 - Y * X := eq_sub_of_add_eq (h Y (by simp))
    have iht := ih (fun Z hZ => h Z (List.mem_cons_of_mem _ hZ))
    have hs : ∑ k ∈ range t.length,
          ((-1 : ℂ) ^ (k + 1) * c (t.getD k 0)) • (Y * (t.eraseIdx k).prod)
        = -(Y * ∑ k ∈ range t.length,
          ((-1 : ℂ) ^ k * c (t.getD k 0)) • (t.eraseIdx k).prod) := by
      rw [Finset.mul_sum, ← Finset.sum_neg_distrib]
      refine Finset.sum_congr rfl fun k _ => ?_
      rw [mul_smul_comm, pow_succ]
      module
    rw [List.length_cons, Finset.sum_range_succ']
    simp only [List.getD_cons_succ, List.getD_cons_zero, List.eraseIdx_cons_succ,
      List.eraseIdx_cons_zero, List.prod_cons, pow_zero, one_mul]
    rw [hs, ← mul_assoc X Y, hY, sub_mul, smul_mul_assoc, one_mul, mul_assoc Y X, iht]
    simp only [mul_add, mul_smul_comm, pow_succ, mul_assoc]
    module

/-- Thermal Wick recursion: if `[H, X] = w X` and `X` has scalar anticommutators with an odd
number of operators `Y_k`, then `⟨X ∏ Y⟩ = ∑ₖ (-1)^k ⟨X Y_k⟩ ⟨product without Y_k⟩`. -/
theorem wick_recursion [Nonempty n] {H X : Matrix n n ℂ} (hH : H.IsHermitian) (b : ℝ) {w : ℝ}
    (hX : IsEigenOp H w X) (l : List (Matrix n n ℂ)) (hodd : Odd l.length)
    (hl : ∀ Y ∈ l, ScalarAnticomm X Y) :
    avg H b (X * l.prod) = ∑ k ∈ range l.length,
      (-1 : ℂ) ^ k * avg H b (X * l.getD k 0) * avg H b (l.eraseIdx k).prod := by
  obtain ⟨L, hL⟩ : ∃ L : Matrix n n ℂ →ₗ[ℂ] ℂ, ∀ M, L M = avg H b M :=
    ⟨IsLinearMap.mk' (avg H b) (avg_isLinear H b), fun _ => rfl⟩
  -- the anticommutators are (1 + exp(bw)) times the pair contractions
  have hm := anticommute_through X l
    (fun Y => (1 + (Real.exp (b * w) : ℂ)) * avg H b (X * Y)) (fun Y hY => by
      obtain ⟨c, hc⟩ := hl Y hY
      rw [avg_pair hH b hX hc]
      exact hc)
  have hp : (-1 : ℂ) ^ l.length = -1 := hodd.neg_one_pow
  have h2 := congrArg (⇑L) hm
  simp only [map_add, map_sum, map_smul, smul_eq_mul, hp] at h2
  simp only [hL] at h2
  -- bring X back to the front and cancel 1 + exp(bw) ≠ 0
  rw [avg_cycle hX b l.prod] at h2
  have hne : (1 + (Real.exp (b * w) : ℂ)) ≠ 0 := by
    have hpos : (1 + Real.exp (b * w) : ℝ) ≠ 0 := by positivity
    have h3 := Complex.ofReal_ne_zero.mpr hpos
    rwa [Complex.ofReal_add, Complex.ofReal_one] at h3
  apply mul_left_cancel₀ hne
  calc (1 + (Real.exp (b * w) : ℂ)) * avg H b (X * l.prod)
      = ∑ k ∈ range l.length, (-1 : ℂ) ^ k * ((1 + (Real.exp (b * w) : ℂ))
          * avg H b (X * l.getD k 0)) * avg H b (l.eraseIdx k).prod := by
        linear_combination h2
    _ = _ := by
        rw [Finset.mul_sum]
        exact Finset.sum_congr rfl fun k _ => by ring

/-- Thermal Wick theorem for four operators: if `[H, X₁] = w X₁` and `X₁` has scalar
anticommutators with `X₂, X₃, X₄`, then `⟨X₁X₂X₃X₄⟩` is the signed sum of the three pairings. -/
theorem wick_four [Nonempty n] {H X₁ X₂ X₃ X₄ : Matrix n n ℂ} (hH : H.IsHermitian) (b : ℝ)
    {w : ℝ} (hX : IsEigenOp H w X₁) (h₂ : ScalarAnticomm X₁ X₂) (h₃ : ScalarAnticomm X₁ X₃)
    (h₄ : ScalarAnticomm X₁ X₄) :
    avg H b (X₁ * X₂ * X₃ * X₄) = avg H b (X₁ * X₂) * avg H b (X₃ * X₄)
      - avg H b (X₁ * X₃) * avg H b (X₂ * X₄) + avg H b (X₁ * X₄) * avg H b (X₂ * X₃) := by
  have h := wick_recursion hH b hX [X₂, X₃, X₄] ⟨1, rfl⟩ (by simp [h₂, h₃, h₄])
  rw [show [X₂, X₃, X₄].length = 3 from rfl, Finset.sum_range_succ, Finset.sum_range_succ,
    Finset.sum_range_succ, Finset.sum_range_zero] at h
  have h' : avg H b (X₁ * [X₂, X₃, X₄].prod)
      = 0 + (-1 : ℂ) ^ 0 * avg H b (X₁ * X₂) * avg H b [X₃, X₄].prod
        + (-1 : ℂ) ^ 1 * avg H b (X₁ * X₃) * avg H b [X₂, X₄].prod
        + (-1 : ℂ) ^ 2 * avg H b (X₁ * X₄) * avg H b [X₂, X₃].prod := h
  simp only [List.prod_cons, List.prod_nil, mul_one] at h'
  have e : X₁ * X₂ * X₃ * X₄ = X₁ * (X₂ * (X₃ * X₄)) := by simp only [mul_assoc]
  rw [e, h']
  ring

/-- The four-operator pairing formula when the first operator is a finite sum of `A a` with
`[H, A a] = w a A a`, each having scalar anticommutators with `X₂, X₃, X₄`. -/
theorem wick_four_sum [Nonempty n] {ι : Type*} (s : Finset ι) {H X₂ X₃ X₄ : Matrix n n ℂ}
    (hH : H.IsHermitian) (b : ℝ) (A : ι → Matrix n n ℂ) (w : ι → ℝ)
    (hA : ∀ a ∈ s, IsEigenOp H (w a) (A a) ∧ ScalarAnticomm (A a) X₂ ∧
      ScalarAnticomm (A a) X₃ ∧ ScalarAnticomm (A a) X₄) :
    avg H b ((∑ a ∈ s, A a) * X₂ * X₃ * X₄)
      = avg H b ((∑ a ∈ s, A a) * X₂) * avg H b (X₃ * X₄)
        - avg H b ((∑ a ∈ s, A a) * X₃) * avg H b (X₂ * X₄)
        + avg H b ((∑ a ∈ s, A a) * X₄) * avg H b (X₂ * X₃) := by
  have hs : ∀ M, avg H b ((∑ a ∈ s, A a) * M) = ∑ a ∈ s, avg H b (A a * M) := by
    intro M
    rw [Finset.sum_mul]
    exact map_sum (IsLinearMap.mk' (avg H b) (avg_isLinear H b)) _ _
  have e : ∀ X : Matrix n n ℂ, X * X₂ * X₃ * X₄ = X * (X₂ * (X₃ * X₄)) := fun X => by
    simp only [mul_assoc]
  rw [e]
  simp only [hs]
  rw [Finset.sum_mul, Finset.sum_mul, Finset.sum_mul, ← Finset.sum_sub_distrib,
    ← Finset.sum_add_distrib]
  refine Finset.sum_congr rfl fun a ha => ?_
  obtain ⟨h₁, h₂, h₃, h₄⟩ := hA a ha
  rw [← e, wick_four hH b h₁ h₂ h₃ h₄]

/-- Annihilation operator of one fermion mode in the basis (empty, occupied). -/
def ann : Matrix (Fin 2) (Fin 2) ℂ := !![0, 1; 0, 0]

/-- Creation operator of one fermion mode in the basis (empty, occupied). -/
def cre : Matrix (Fin 2) (Fin 2) ℂ := !![0, 0; 1, 0]

/-- Hamiltonian of one fermion mode with energy `e`. -/
def modeH (e : ℝ) : Matrix (Fin 2) (Fin 2) ℂ := !![0, 0; 0, (e : ℂ)]

/-- For one mode of energy `e` the Hamiltonian is Hermitian, `[H, c] = -e c`,
`[H, c†] = e c†`, `{c, c†} = 1` and `{c, c} = {c†, c†} = 0`. -/
theorem mode_witness (e : ℝ) :
    (modeH e).IsHermitian ∧ IsEigenOp (modeH e) (-e) ann ∧ IsEigenOp (modeH e) e cre ∧
      ann * cre + cre * ann = (1 : ℂ) • 1 ∧ ann * ann + ann * ann = (0 : ℂ) • 1 ∧
      cre * cre + cre * cre = (0 : ℂ) • 1 := by
  unfold Matrix.IsHermitian IsEigenOp
  refine ⟨?_, ?_, ?_, ?_, ?_, ?_⟩ <;> ext i j <;> fin_cases i <;> fin_cases j <;>
    simp [modeH, ann, cre, conjTranspose_apply]

end

end ThermalWick
```

```lean
#print axioms ThermalWick.wick_four
#print axioms ThermalWick.wick_four_sum
```

```
'ThermalWick.wick_four' depends on axioms: [propext, Classical.choice, Quot.sound]
'ThermalWick.wick_four_sum' depends on axioms: [propext, Classical.choice, Quot.sound]
```

## How the lemmas follow the six steps

`partition_ne_zero` is step 1 and the only place where Hermiticity is used. It picks a real `s` with $s+s=-b$, writes `gibbs H b` as $E^\dagger E$, concludes $E=0$ from a vanishing trace by `Matrix.trace_conjTranspose_mul_self_eq_zero_iff`, and contradicts this with $e^{sH}e^{-sH}=\mathbb 1$. `avg_isLinear` records that the average is linear.

`eigen_mul_gibbs` is step 2. The relation $X(-bH)=(-bH+bw)X$ is phrased as `SemiconjBy`, and `hs.exp_right` passes it through the exponential series. `Matrix.exp_add_of_commute` splits off the scalar part, which `hsc` evaluates as $e^{bw}\mathbb 1$. `avg_cycle` is step 3, by `trace_mul_comm`. `avg_pair` is step 4: it applies the average to both sides of the anticommutator and uses $\langle\mathbb 1\rangle=1$.

`anticommute_through` is step 5 for any $m$, by induction on the list. For a list with head $Y$ and tail $t$, it replaces $XY$ by $\gamma\mathbb 1-YX$, which yields the $k=0$ term, and applies the induction hypothesis to $X$ times the product of $t$; `hs` shows that the minus sign turns $(-1)^k$ into $(-1)^{k+1}$ as the index shifts.

`wick_recursion` is step 6. It feeds `anticommute_through` the scalars $(1+e^{bw})\langle XY\rangle$, justified by `avg_pair`, then averages, uses `hodd.neg_one_pow` for $(-1)^m=-1$, brings $X$ back to the front by `avg_cycle`, and cancels with `mul_left_cancel₀ hne`. `wick_four` takes the list `[X₂, X₃, X₄]` and unrolls the three terms. `wick_four_sum` distributes each average over the sum and applies `wick_four` term by term. `mode_witness` compares the $2\times2$ entries.

## An interaction breaks the pairing

The examples from here on are worked by ordinary algebra and do not correspond to theorems in the Lean code. Take two modes with number operators $\hat n_p=\hat c_p^\dagger\hat c_p$ and $H=U\hat n_1\hat n_2$, $U$ real, and set $(X_1,X_2,X_3,X_4)=(\hat c_1^\dagger,\hat c_1,\hat c_2^\dagger,\hat c_2)$. All anticommutators are scalar, but $[H,\hat c_1^\dagger]=U\hat n_2\hat c_1^\dagger$ is not a multiple of $\hat c_1^\dagger$ for $U\ne0$. With $x=e^{-bU}$ one has $Z=3+x$, $\langle\hat n_1\hat n_2\rangle=x/(3+x)$ and $\langle\hat n_1\rangle=\langle\hat n_2\rangle=(1+x)/(3+x)$, while $\langle\hat c_1^\dagger\hat c_2^\dagger\rangle$ and $\langle\hat c_1^\dagger\hat c_2\rangle$ vanish because $H$ is diagonal in the occupations. The formula would require $x(3+x)=(1+x)^2$, that is $x=1$, so it fails whenever $bU\neq0$. Splitting $\hat c_1^\dagger$ into the eigenoperators $(1-\hat n_2)\hat c_1^\dagger$ and $\hat n_2\hat c_1^\dagger$ does not help, since the anticommutator of $\hat n_2\hat c_1^\dagger$ with $\hat c_1$ is $\hat n_2$.

## The Fermi function and six operators

Step 4 with $X=\hat c^\dagger$, $Y=\hat c$ for one mode gives the occupation $f=\langle\hat c^\dagger\hat c\rangle=1/(1+e^{b\varepsilon})$, and the pairing formula for $\hat c^\dagger\hat c\hat c^\dagger\hat c$ gives $f^2+f(1-f)=f$, as $(\hat c^\dagger\hat c)^2=\hat c^\dagger\hat c$ demands. For six operators the recursion with $m=5$ leaves four-operator averages that begin with $X_2$ or $X_3$. If $X_1,X_2,X_3$ are eigenoperators, each with scalar anticommutators against all later operators, the four-operator formula expands these into fifteen signed pairings.
